# In the Born approximation, scalar disorder turns the mass M of a BHZ block with mass term M + Bk² and M, B > 0 negative beyond a critical cutoff

Take one spin block of the BHZ model without its identity term, at zero energy. Its mass term is $M+Bk^2$, with $M$ and $B$ both positive. Let $W>0$ measure the strength of a short-range random potential that acts equally on both orbitals. The lowest-order Born mass, as a function of the cutoff $\Lambda$ on $k^2$, is positive below some critical value $\Lambda_c>0$, zero at $\Lambda_c$ and negative above it. The cause is an integral that grows like $(\ln\Lambda)/B$.

## Disorder and the mass term

The block is

$$H(\mathbf k)=A(k_x\sigma_x+k_y\sigma_y)+(M+Bk^2)\sigma_z ,$$

where $A$ is the strength of the linear coupling and $\sigma_x,\sigma_y,\sigma_z$ are Pauli matrices. The general BHZ block also contains $C-Dk^2$ times the identity, with constants $C$ and $D$; this term is set to zero here. Take a random potential proportional to the identity in the $2\times2$ space, with short-range correlations of strength $\Gamma$. At zero energy the first Born self-energy is

$$\Sigma=-\Gamma\int\frac{d^2k}{(2\pi)^2}\,H(\mathbf k)^{-1}.$$

The terms linear in $k_x$ and $k_y$ vanish on angular averaging, and the $\sigma_z$ term shifts the mass. With $s=k^2$ the measure becomes $ds/4\pi$, so $W=\Gamma/4\pi$ and the shifted mass is $M-W\,I(\Lambda)$, with

$$I(\Lambda)=\int_0^\Lambda \frac{M+Bs}{A^2s+(M+Bs)^2}\,ds .$$

In this sign convention a clean block with $M<0<B$ has inverted bands. Where the mass term is written $M-Bk^2$, as is also common, $B$ has the opposite sign. The sign change is therefore the lowest-order mechanism by which disorder can favour a topological Anderson insulator, here for non-interacting electrons in a continuum model.

## The statement in Lean

The matrix $H$ is `bhz`, with real parameters and complex entries. The squared energy $E^2=A^2s+(M+Bs)^2$ is `energySq`, the integrand is `massKernel`, $I(\Lambda)$ is `massIntegral`, and $M-W\,I(\Lambda)$ is `bornMass`. The variable $s$ and the cutoff are pure numbers, that is, $k^2$ in a fixed unit.

- `inverse_mass_component` says that if $HG=1$, then $\operatorname{tr}(\sigma_zG)/2$ is the integrand at $s=k^2$.
- `massIntegral_pos` gives $I(\Lambda)>0$ for $M>0$, $B\ge0$, $\Lambda>0$.
- `massIntegral_div_log` gives $I(\Lambda)/\ln\Lambda\to1/B$ for $M,B>0$.
- `bornMass_sign_change` is the opening result. It holds for every real $A$, including zero.
- `massIntegral_linear` and `massIntegral_linear_tendsto` treat $B=0$ with $A\neq0$: a closed form for $I$, and its limit zero as $M\to0^+$ at fixed $\Lambda>0$.

The self-energy formula enters through the definition of `bornMass`; the disorder average is not derived. Self-consistency and higher orders in the disorder are left out, and no topological invariant is computed.

## From the inverse to logarithmic bounds

The Pauli matrices anticommute and square to one, so $H^2=E^2\,1$. Multiplying $HG=1$ by $H$ gives $E^2G=H$. If $E^2$ were zero, $H$ would vanish, which contradicts $HG=1$. Hence $G=H/E^2$, with $\sigma_z$ component $(M+Bs)/E^2$.

For $M>0$, $B\ge0$ and $s\ge0$ this component is continuous and positive. So $I$ is strictly increasing from $I(0)=0$.

Now let $B>0$. Since $A^2s\ge0$,

$$\frac{M+Bs}{E^2}\le\frac1{M+Bs}.$$

For the lower bound, compute

$$(M+Bs)\left(M+\frac{A^2}{B}+Bs\right)-E^2=\frac{A^2M}{B}\ge0,$$

which gives

$$\frac{M+Bs}{E^2}\ge\frac1{M+A^2/B+Bs}.$$

For $p>0$ we have $\int_0^\Lambda ds/(p+Bs)=\frac1B\ln\frac{p+B\Lambda}{p}$. Thus $I(\Lambda)$ lies between this expression with $p=M+A^2/B$ and the same expression with $p=M$. For $\Lambda>1$,

$$\ln\frac{p+B\Lambda}{p}=\ln\Lambda+\ln\frac{p/\Lambda+B}{p}.$$

The last term tends to the finite number $\ln(B/p)$. After division by $\ln\Lambda$ both bounds tend to $1/B$, and so does $I(\Lambda)/\ln\Lambda$.

## The critical cutoff

Since $I$ is continuous, starts at zero and grows without bound, it takes the value $M/W$ at some $\Lambda_c>0$. There $M-W\,I(\Lambda_c)=0$. Strict monotonicity makes the mass positive for $0\le\Lambda<\Lambda_c$ and negative for $\Lambda>\Lambda_c$.

The sign of $B$ matters. Take $A=M=W=1$ and $B=-1$. The integrand is $(1-s)/(s^2-s+1)$, which is less than $1$ for $s>0$ and negative for $s>1$. Hence $I(\Lambda)\le I(1)<1$ for all $\Lambda\ge0$, and the Born mass stays positive at every cutoff.

In a crystal the lattice spacing sets the cutoff, so another model fixes $\Lambda>0$ and varies $W$. The mass is then linear in $W$ and changes sign at $W_c=M/I(\Lambda)$. That version needs only $I(\Lambda)>0$ and makes no use of the logarithmic divergence. Formally it also covers $B=0$, but there the sign change is an artefact of the lowest order, as the next section explains.

## The linear block, B = 0

For $B=0$ and $A\neq0$ the integrand is $M/(M^2+A^2s)$, and

$$I(\Lambda)=\frac{M}{A^2}\ln\left(1+\frac{A^2\Lambda}{M^2}\right)
=\frac{M\ln(M^2+A^2\Lambda)-2M\ln M}{A^2}.$$

Because $M\ln M\to0$, this vanishes as $M\to0^+$ at fixed $\Lambda$. At fixed $M>0$ it still grows with $\Lambda$ without bound, so the lowest-order mass changes sign here too. This does not survive self-consistency. If the shifted mass $m$ replaces $M$ in the integrand, the equation becomes $m=M-W\,m\,J$ with $J=\int_0^\Lambda ds/(m^2+A^2s)>0$. Then $m\,(1+WJ)=M$, and $m$ keeps the sign of $M$. This remark is not part of the Lean file.

## The complete Lean file

```lean
import Mathlib

open Filter Topology MeasureTheory

noncomputable section

namespace BHZBornMass

/-- One spin block of the BHZ Hamiltonian without its identity term,
`A (kx σx + ky σy) + (M + B k²) σz`. -/
def bhz (A M B kx ky : ℝ) : Matrix (Fin 2) (Fin 2) ℂ :=
  !![((M + B * (kx ^ 2 + ky ^ 2) : ℝ) : ℂ), A * (kx - Complex.I * ky);
     A * (kx + Complex.I * ky), -((M + B * (kx ^ 2 + ky ^ 2) : ℝ) : ℂ)]

/-- The squared band energy as a function of `s = k²`. -/
def energySq (A M B s : ℝ) : ℝ := A ^ 2 * s + (M + B * s) ^ 2

/-- The mass term over the squared band energy; its domain is `energySq A M B s ≠ 0`. -/
def massKernel (A M B s : ℝ) : ℝ := (M + B * s) / energySq A M B s

/-- The Born integral `I(Λ)` of the mass kernel over `s = k²` up to the cutoff `Λ`. -/
def massIntegral (A M B Λ : ℝ) : ℝ := ∫ s in (0 : ℝ)..Λ, massKernel A M B s

/-- The Born mass `M - W I(Λ)`; `W` is the disorder strength with phase-space factors. -/
def bornMass (A M B W Λ : ℝ) : ℝ := M - W * massIntegral A M B Λ

/-- If `G` is the inverse of the BHZ block, its `σz` component `tr(σz G)/2` is the mass
kernel at `s = k²`. -/
theorem inverse_mass_component {A M B kx ky : ℝ} {G : Matrix (Fin 2) (Fin 2) ℂ}
    (hG : bhz A M B kx ky * G = 1) :
    (!![1, 0; 0, -1] * G).trace / 2 = ((massKernel A M B (kx ^ 2 + ky ^ 2) : ℝ) : ℂ) := by
  have hsq : bhz A M B kx ky * bhz A M B kx ky
      = ((energySq A M B (kx ^ 2 + ky ^ 2) : ℝ) : ℂ) • (1 : Matrix (Fin 2) (Fin 2) ℂ) := by
    ext i j
    fin_cases i <;> fin_cases j <;>
      simp only [bhz, energySq, Matrix.mul_apply, Fin.sum_univ_two, Matrix.smul_apply] <;>
      simp
    · linear_combination (-(A ^ 2 * ky ^ 2 : ℂ)) * Complex.I_sq
    · ring
    · ring
    · linear_combination (-(A ^ 2 * ky ^ 2 : ℂ)) * Complex.I_sq
  -- multiply `H G = 1` by `H` and use `H² = E²`
  have h : ((energySq A M B (kx ^ 2 + ky ^ 2) : ℝ) : ℂ) • G = bhz A M B kx ky := by
    calc _ = (bhz A M B kx ky * bhz A M B kx ky) * G := by
            rw [hsq, Matrix.smul_mul, Matrix.one_mul]
      _ = _ := by rw [Matrix.mul_assoc, hG, Matrix.mul_one]
  have hE : ((energySq A M B (kx ^ 2 + ky ^ 2) : ℝ) : ℂ) ≠ 0 := by
    intro h0
    rw [h0, zero_smul] at h
    rw [← h, Matrix.zero_mul] at hG
    exact zero_ne_one hG
  have h00 : ((energySq A M B (kx ^ 2 + ky ^ 2) : ℝ) : ℂ) * G 0 0
      = ((M + B * (kx ^ 2 + ky ^ 2) : ℝ) : ℂ) := congrFun (congrFun h 0) 0
  have h11 : ((energySq A M B (kx ^ 2 + ky ^ 2) : ℝ) : ℂ) * G 1 1
      = -((M + B * (kx ^ 2 + ky ^ 2) : ℝ) : ℂ) := congrFun (congrFun h 1) 1
  have ht : (!![1, 0; 0, -1] * G).trace = G 0 0 - G 1 1 := by
    simp only [Matrix.trace_fin_two, Matrix.mul_apply, Fin.sum_univ_two]
    simp [sub_eq_add_neg]
  rw [ht, massKernel, Complex.ofReal_div, div_eq_div_iff two_ne_zero hE]
  linear_combination h00 - h11

/-- For `M > 0` and `B ≥ 0` the mass kernel is continuous in `s = k² ≥ 0`. -/
theorem massKernel_continuousOn (A : ℝ) {M B : ℝ} (hM : 0 < M) (hB : 0 ≤ B) :
    ContinuousOn (massKernel A M B) (Set.Ici 0) := by
  change ContinuousOn (fun s => (M + B * s) / (A ^ 2 * s + (M + B * s) ^ 2)) _
  refine ContinuousOn.div (by fun_prop) (by fun_prop) (fun s hs => ?_)
  have hs0 : 0 ≤ s := hs
  positivity

/-- For `M > 0` and `B ≥ 0` the Born integral grows strictly with the cutoff `Λ ≥ 0`. -/
theorem massIntegral_strictMonoOn (A : ℝ) {M B : ℝ} (hM : 0 < M) (hB : 0 ≤ B) :
    StrictMonoOn (massIntegral A M B) (Set.Ici 0) := by
  intro a ha b hb hab
  have ha0 : 0 ≤ a := ha
  have hint : ∀ x y : ℝ, 0 ≤ x → 0 ≤ y → IntervalIntegrable (massKernel A M B) volume x y :=
    fun x y hx hy => ((massKernel_continuousOn A hM hB).mono
      (fun s hs => (le_min hx hy).trans hs.1)).intervalIntegrable
  have hpos : 0 < ∫ s in a..b, massKernel A M B s := by
    refine intervalIntegral.intervalIntegral_pos_of_pos_on (hint a b ha hb) (fun s hs => ?_) hab
    have hs0 : 0 < s := ha0.trans_lt hs.1
    unfold massKernel energySq
    positivity
  have hadd := intervalIntegral.integral_add_adjacent_intervals
    (hint 0 a le_rfl ha) (hint a b ha hb)
  unfold massIntegral
  linarith

/-- For `M > 0` and `B ≥ 0` the Born integral is positive at every cutoff `Λ > 0`. -/
theorem massIntegral_pos (A : ℝ) {M B Λ : ℝ} (hM : 0 < M) (hB : 0 ≤ B) (hΛ : 0 < Λ) :
    0 < massIntegral A M B Λ := by
  have h := massIntegral_strictMonoOn A hM hB (Set.mem_Ici.2 le_rfl) (Set.mem_Ici.2 hΛ.le) hΛ
  simpa [massIntegral] using h

/-- For `p, q > 0` and `Λ ≥ 0`, `c / (p + q s)` is integrable from `0` to `Λ`, with integral
`(c/q) ln((p + qΛ)/p)`. -/
theorem integral_div_affine (c : ℝ) {p q Λ : ℝ} (hp : 0 < p) (hq : 0 < q) (hΛ : 0 ≤ Λ) :
    IntervalIntegrable (fun s => c / (p + q * s)) volume 0 Λ ∧
      ∫ s in (0 : ℝ)..Λ, c / (p + q * s) = c / q * Real.log ((p + q * Λ) / p) := by
  have hpos : ∀ s ∈ Set.uIcc 0 Λ, 0 < p + q * s := by
    intro s hs
    rw [Set.uIcc_of_le hΛ] at hs
    have := mul_nonneg hq.le hs.1
    linarith
  have hd : ∀ s ∈ Set.uIcc 0 Λ,
      HasDerivAt (fun s => c / q * Real.log (p + q * s)) (c / (p + q * s)) s := by
    intro s hs
    have hne := (hpos s hs).ne'
    have h1 : HasDerivAt (fun s : ℝ => p + q * s) q s := by
      simpa using ((hasDerivAt_id' s).const_mul q).const_add p
    exact ((h1.log hne).const_mul (c / q)).congr_deriv (by field_simp)
  have hi : IntervalIntegrable (fun s => c / (p + q * s)) volume 0 Λ :=
    (ContinuousOn.div (by fun_prop) (by fun_prop)
      (fun s hs => (hpos s hs).ne')).intervalIntegrable
  refine ⟨hi, ?_⟩
  rw [intervalIntegral.integral_eq_sub_of_hasDerivAt hd hi,
    Real.log_div (hpos Λ Set.right_mem_uIcc).ne' hp.ne']
  simp only [mul_zero, add_zero]
  ring

/-- For `M, B > 0` and `Λ ≥ 0` the Born integral lies between `ln((p + BΛ)/p)/B` with
`p = M + A²/B` and the same expression with `p = M`. -/
theorem massIntegral_bounds (A : ℝ) {M B Λ : ℝ} (hM : 0 < M) (hB : 0 < B) (hΛ : 0 ≤ Λ) :
    1 / B * Real.log ((M + A ^ 2 / B + B * Λ) / (M + A ^ 2 / B)) ≤ massIntegral A M B Λ ∧
      massIntegral A M B Λ ≤ 1 / B * Real.log ((M + B * Λ) / M) := by
  have hk : IntervalIntegrable (massKernel A M B) volume 0 Λ :=
    ((massKernel_continuousOn A hM hB.le).mono
      (fun s hs => (le_min le_rfl hΛ).trans hs.1)).intervalIntegrable
  have hp : 0 < M + A ^ 2 / B := by positivity
  have hl := integral_div_affine 1 hp hB hΛ
  have hu := integral_div_affine 1 hM hB hΛ
  rw [← hl.2, ← hu.2]
  constructor
  · refine intervalIntegral.integral_mono_on hΛ hl.1 hk (fun s hs => ?_)
    have hs0 := hs.1
    have hc : A ^ 2 = A ^ 2 / B * B := by field_simp
    have hc0 : 0 ≤ A ^ 2 / B * M := by positivity
    unfold massKernel energySq
    rw [div_le_div_iff₀ (by positivity) (by positivity)]
    generalize A ^ 2 / B = c at hc hc0 ⊢
    rw [hc]
    nlinarith
  · refine intervalIntegral.integral_mono_on hΛ hk hu.1 (fun s hs => ?_)
    have hs0 := hs.1
    have hA : 0 ≤ A ^ 2 * s := by positivity
    unfold massKernel energySq
    rw [div_le_div_iff₀ (by positivity) (by positivity)]
    linarith [sq (M + B * s)]

/-- For `M, B > 0` the Born integral diverges logarithmically: `I(Λ)/ln Λ → 1/B`. -/
theorem massIntegral_div_log (A : ℝ) {M B : ℝ} (hM : 0 < M) (hB : 0 < B) :
    Tendsto (fun Λ => massIntegral A M B Λ / Real.log Λ) atTop (𝓝 (1 / B)) := by
  -- both bounds have the same leading logarithm
  have hlim : ∀ p : ℝ, 0 < p → Tendsto
      (fun Λ => 1 / B * Real.log ((p + B * Λ) / p) / Real.log Λ) atTop (𝓝 (1 / B)) := by
    intro p hp
    have h1 : Tendsto (fun Λ : ℝ => Real.log ((p / Λ + B) / p)) atTop
        (𝓝 (Real.log ((0 + B) / p))) :=
      (((tendsto_id.const_div_atTop p).add_const B).div_const p).log (by positivity)
    have h2 := ((h1.div_atTop Real.tendsto_log_atTop).const_add 1).const_mul (1 / B)
    rw [add_zero, mul_one] at h2
    refine h2.congr' ?_
    filter_upwards [eventually_gt_atTop 1] with Λ hΛ
    have h0 : 0 < Λ := by linarith
    have hL := (Real.log_pos hΛ).ne'
    have e0 : Λ * (p / Λ) = p := by field_simp
    have e : (p + B * Λ) / p = Λ * ((p / Λ + B) / p) := by
      rw [← mul_div_assoc, mul_add, e0, mul_comm Λ B]
    rw [e, Real.log_mul h0.ne' (by positivity)]
    generalize Real.log ((p / Λ + B) / p) = c
    field_simp
  refine tendsto_of_tendsto_of_tendsto_of_le_of_le'
    (hlim (M + A ^ 2 / B) (by positivity)) (hlim M hM) ?_ ?_ <;>
    filter_upwards [eventually_gt_atTop 1] with Λ hΛ
  · exact div_le_div_of_nonneg_right (massIntegral_bounds A hM hB (by linarith)).1
      (Real.log_pos hΛ).le
  · exact div_le_div_of_nonneg_right (massIntegral_bounds A hM hB (by linarith)).2
      (Real.log_pos hΛ).le

/-- For `M, B > 0` and any disorder strength `W > 0` there is a critical cutoff at which the Born
mass vanishes; it is positive from cutoff zero up to that value and negative above it. -/
theorem bornMass_sign_change (A : ℝ) {M B W : ℝ} (hM : 0 < M) (hB : 0 < B) (hW : 0 < W) :
    ∃ Λc > 0, bornMass A M B W Λc = 0 ∧
      (∀ Λ, 0 ≤ Λ → Λ < Λc → 0 < bornMass A M B W Λ) ∧
      ∀ Λ, Λc < Λ → bornMass A M B W Λ < 0 := by
  -- the logarithmic divergence carries the integral past `M / W`
  have h := (massIntegral_div_log A hM hB).pos_mul_atTop (by positivity) Real.tendsto_log_atTop
  obtain ⟨b, h1, h2⟩ := ((h.eventually_gt_atTop (M / W)).and (eventually_gt_atTop 1)).exists
  rw [div_mul_cancel₀ _ (Real.log_pos h2).ne'] at h1
  have hb : 0 ≤ b := by linarith
  have hcont : ContinuousOn (massIntegral A M B) (Set.Icc 0 b) := by
    rw [← Set.uIcc_of_le hb]
    refine intervalIntegral.continuousOn_primitive_interval ?_
    rw [Set.uIcc_of_le hb]
    exact ((massKernel_continuousOn A hM hB.le).mono (fun s hs => hs.1)).integrableOn_Icc
  have hzero : massIntegral A M B 0 = 0 := by simp [massIntegral]
  have hMW : 0 < M / W := by positivity
  obtain ⟨c, hc, hcI⟩ := intermediate_value_Icc hb hcont ⟨by rw [hzero]; exact hMW.le, h1.le⟩
  have hc0 : 0 < c := by
    refine lt_of_le_of_ne hc.1 (fun h0 => ?_)
    rw [← h0, hzero] at hcI
    linarith
  have hWc : W * massIntegral A M B c = M := by
    rw [hcI]
    field_simp
  have hmono := massIntegral_strictMonoOn A hM hB.le
  unfold bornMass
  refine ⟨c, hc0, by linarith, fun Λ h0 hlt => ?_, fun Λ hlt => ?_⟩
  · have := mul_lt_mul_of_pos_left (hmono (Set.mem_Ici.2 h0) (Set.mem_Ici.2 hc0.le) hlt) hW
    linarith
  · have := mul_lt_mul_of_pos_left
      (hmono (Set.mem_Ici.2 hc0.le) (Set.mem_Ici.2 (hc0.trans hlt).le) hlt) hW
    linarith

/-- Without the quadratic term (`B = 0`), for `A ≠ 0`, `M > 0` and `Λ ≥ 0`, the Born integral
is `(M/A²) ln(1 + A²Λ/M²)`. -/
theorem massIntegral_linear {A M Λ : ℝ} (hA : A ≠ 0) (hM : 0 < M) (hΛ : 0 ≤ Λ) :
    massIntegral A M 0 Λ = M / A ^ 2 * Real.log (1 + A ^ 2 * Λ / M ^ 2) := by
  have hk : ∀ s, massKernel A M 0 s = M / (M ^ 2 + A ^ 2 * s) := fun s => by
    simp only [massKernel, energySq, zero_mul, add_zero, add_comm]
  simp only [massIntegral, hk]
  rw [(integral_div_affine M (by positivity) (by positivity) hΛ).2, add_div,
    div_self (by positivity)]

/-- Without the quadratic term (`B = 0`), for `A ≠ 0` and a fixed cutoff `Λ > 0`, the Born
integral vanishes as `M → 0⁺`. -/
theorem massIntegral_linear_tendsto {A Λ : ℝ} (hA : A ≠ 0) (hΛ : 0 < Λ) :
    Tendsto (fun M => massIntegral A M 0 Λ) (𝓝[>] 0) (𝓝 0) := by
  have h1 : Continuous fun M : ℝ => Real.log (M ^ 2 + A ^ 2 * Λ) :=
    Continuous.log (by fun_prop) (fun M => by positivity)
  -- `M ln M` extends continuously by zero
  have hg : Continuous fun M : ℝ =>
      (M * Real.log (M ^ 2 + A ^ 2 * Λ) - 2 * (M * Real.log M)) / A ^ 2 :=
    ((continuous_id.mul h1).sub (continuous_const.mul Real.continuous_mul_log)).div_const _
  refine ((hg.tendsto' 0 0 (by simp)).mono_left nhdsWithin_le_nhds).congr' ?_
  filter_upwards [self_mem_nhdsWithin] with M hM
  have hM0 : 0 < M := hM
  have he : 1 + A ^ 2 * Λ / M ^ 2 = (M ^ 2 + A ^ 2 * Λ) / M ^ 2 := by
    rw [add_div, div_self (by positivity)]
  rw [massIntegral_linear hA hM0 hΛ.le, he, Real.log_div (by positivity) (by positivity),
    Real.log_pow]
  push_cast
  ring

end BHZBornMass
```

```lean
#print axioms BHZBornMass.inverse_mass_component
#print axioms BHZBornMass.massIntegral_pos
#print axioms BHZBornMass.bornMass_sign_change
#print axioms BHZBornMass.massIntegral_linear_tendsto
```

```
'BHZBornMass.inverse_mass_component' depends on axioms: [propext, Classical.choice, Quot.sound]
'BHZBornMass.massIntegral_pos' depends on axioms: [propext, Classical.choice, Quot.sound]
'BHZBornMass.bornMass_sign_change' depends on axioms: [propext, Classical.choice, Quot.sound]
'BHZBornMass.massIntegral_linear_tendsto' depends on axioms: [propext, Classical.choice, Quot.sound]
```

## How the lemmas carry the argument

In `inverse_mass_component`, `hsq` checks $H^2=E^2\,1$ entry by entry, using $i^2=-1$ on the diagonal. The step `h` is $E^2G=H$, and `hE` excludes $E^2=0$. The diagonal entries `h00` and `h11` then give $G_{00}-G_{11}$, which is the trace of $\sigma_zG$.

`massKernel_continuousOn` shows that the denominator does not vanish. `massIntegral_strictMonoOn` splits the integral at the smaller cutoff and uses positivity of the remainder; `massIntegral_pos` is the case where the smaller cutoff is zero.

`integral_div_affine` applies the fundamental theorem of calculus to $\frac cq\ln(p+qs)$. It serves both bounds and the closed form at $B=0$. In `massIntegral_bounds`, `integral_mono_on` reduces each bound to a pointwise inequality, and `div_le_div_iff₀` clears the denominators. The term $A^2M/B$ from the derivation appears as `hc0`.

In `massIntegral_div_log`, `hlim` proves the limit for a general $p>0$ and is used once for each bound before the squeeze.

`bornMass_sign_change` multiplies the ratio $I(\Lambda)/\ln\Lambda$, which has a positive limit, by $\ln\Lambda$. This yields a cutoff $b$ with $I(b)>M/W$. The intermediate value theorem on $[0,b]$ supplies the critical cutoff, called `c` in the proof, and monotonicity settles the two signs.

Finally, `massIntegral_linear` uses the affine integral with $c=M$, $p=M^2$ and $q=A^2$. `massIntegral_linear_tendsto` rewrites the result as in the last display and takes the limit from the continuity of $M\ln M$ at zero.
